# The two-qubit magnetization Z⊗I + I⊗Z is diagonal in the computational basis, with entries 2, 0, 0, −2

For two qubits, the total magnetization is defined here as Z⊗I + I⊗Z, the sum of the Pauli Z operators on each qubit, with no factor of 1/2 or other physical unit. The theorem `magnetization_eq` says that in the basis 00, 01, 10, 11 this operator is the diagonal 4 by 4 matrix with entries 2, 0, 0, −2. The proof compares the two matrices entry by entry, splitting into all sixteen index pairs. In each case it expands the definitions with `simp` and leaves any remaining arithmetic to `norm_num`.

In Lean, a first try:

```lean
import Mathlib

open Matrix
open scoped Kronecker

namespace MagnetizationEq

noncomputable section

/-- The Pauli matrix Z. -/
def Z : Matrix (Fin 2) (Fin 2) ℂ := !![1, 0; 0, -1]

/-- The two-qubit basis states in the order 00, 01, 10, 11. -/
def bits : Fin 4 → Fin 2 × Fin 2 := ![(0, 0), (0, 1), (1, 0), (1, 1)]

/-- The tensor product of two one-qubit operators, as a 4 by 4 matrix in the basis
00, 01, 10, 11. -/
def tensor (A B : Matrix (Fin 2) (Fin 2) ℂ) : Matrix (Fin 4) (Fin 4) ℂ :=
  (A ⊗ₖ B).submatrix bits bits

/-- Matrix elements of a tensor product are products of one-qubit matrix elements. -/
theorem tensor_apply (A B : Matrix (Fin 2) (Fin 2) ℂ) (i j : Fin 4) :
    tensor A B i j = A (bits i).1 (bits j).1 * B (bits i).2 (bits j).2 := rfl

/-- The total magnetization `ZI + IZ`. -/
def magnetization : Matrix (Fin 4) (Fin 4) ℂ := tensor Z 1 + tensor 1 Z

/-- The total magnetization is diagonal, with values 2, 0, 0, -2 on 00, 01, 10, 11. -/
theorem magnetization_eq : magnetization = diagonal ![2, 0, 0, -2] := by
  ext i j
  fin_cases i <;> fin_cases j <;>
    simp [magnetization, tensor_apply, bits, Z] <;> norm_num

end

end MagnetizationEq
```

Lean reports:

```
Main.lean:29:70: error: unsolved goals
case «0».«1»
⊢ 1 (bits 0).2 (bits 1).2 = 0

case «0».«2»
⊢ 1 (bits 0).1 (bits 2).1 = 0

case «1».«0»
⊢ 1 (bits 1).2 (bits 0).2 = 0

case «1».«3»
⊢ 1 (bits 1).1 (bits 3).1 = 0

case «2».«0»
⊢ 1 (bits 2).1 (bits 0).1 = 0

case «2».«3»
⊢ 1 (bits 2).2 (bits 3).2 = 0

case «3».«1»
⊢ 1 (bits 3).1 (bits 1).1 = 0

case «3».«2»
⊢ 1 (bits 3).2 (bits 2).2 = 0
```

Cause. The message lists eight off-diagonal entries left unproved, those where the two basis states differ in exactly one bit. In each, what remains is to show that an entry of the 2 by 2 identity matrix is zero. The leading `1` in a goal such as `1 (bits 0).2 (bits 1).2 = 0` is that matrix, not a number, and the two terms after it are its row and column.

The goals are true: in this example the row is 0 and the column is 1. But `simp` left the indices unevaluated inside the matrix entry, even though it had been given `bits`, and did not reduce the entry to zero.

The repair adds `Matrix.one_apply` to the `simp` call. This lemma rewrites an entry of the identity matrix as 1 if the row equals the column and 0 otherwise. The indices now stand in an ordinary equality, where `simp` can evaluate them using `bits`, find that they differ, and choose the value 0.

This version goes through:

```diff
@@ -30,5 +30,5 @@
   ext i j
   fin_cases i <;> fin_cases j <;>
-    simp [magnetization, tensor_apply, bits, Z] <;> norm_num
+    simp [magnetization, tensor_apply, Matrix.one_apply, bits, Z] <;> norm_num
 
 end
```
